# Away from the origin, the summand of the square-lattice dipole sum is the inverse cube of the distance

In the dipole sum over a square lattice of unit spacing, the site (m, n) contributes (m² + n²)^(-3/2), and the origin is left out. The lemma `term_eq` says that at any other site this summand equals 1/r³, where r = √(m² + n²) is the distance from the origin. It concerns one dimensionless term, without coupling constant or angular factor, and says nothing about the convergence of the sum. The attempt unfolds the definition, writes the square root as a real power 1/2, and tries to merge that power with the cube, leaving the arithmetic of exponents to `norm_num`.

As first written in Lean, the proof fails:

```lean
import Mathlib

open Finset

namespace TermEq

noncomputable section

/-- The summand `(m² + n²)^(-3/2)` of the square-lattice dipole sum, with the origin left out. -/
def term (p : ℤ × ℤ) : ℝ :=
  if p = 0 then 0 else ((p.1 : ℝ) ^ 2 + (p.2 : ℝ) ^ 2) ^ (-(3 / 2) : ℝ)

private lemma radius_pos {p : ℤ × ℤ} (hp : p ≠ 0) :
    0 < (p.1 : ℝ) ^ 2 + (p.2 : ℝ) ^ 2 := by
  obtain ⟨m, n⟩ := p
  show 0 < (m : ℝ) ^ 2 + (n : ℝ) ^ 2
  by_cases hm : m = 0
  · have hn : n ≠ 0 := fun hn => hp (by simp [hm, hn])
    have : (n : ℝ) ≠ 0 := Int.cast_ne_zero.2 hn
    positivity
  · have : (m : ℝ) ≠ 0 := Int.cast_ne_zero.2 hm
    positivity

private lemma term_eq {p : ℤ × ℤ} (hp : p ≠ 0) :
    term p = 1 / Real.sqrt ((p.1 : ℝ) ^ 2 + (p.2 : ℝ) ^ 2) ^ 3 := by
  have h := (radius_pos hp).le
  rw [term, if_neg hp, Real.rpow_neg h, Real.sqrt_eq_rpow, ← Real.rpow_natCast,
    ← Real.rpow_mul h]
  norm_num

end

end TermEq
```

Compiling this gives:

```
Main.lean:28:4: error: Tactic `rewrite` failed: Did not find an occurrence of the pattern
  ((↑p.1 ^ 2 + ↑p.2 ^ 2) ^ ?y) ^ ?z
in the target expression
  ((↑p.1 ^ ↑2 + ↑p.2 ^ 2) ^ (3 / 2))⁻¹ = 1 / ((↑p.1 ^ ↑2 + ↑p.2 ^ 2) ^ (1 / 2)) ^ 3

p : ℤ × ℤ
hp : p ≠ 0
h : 0 ≤ ↑p.1 ^ 2 + ↑p.2 ^ 2
⊢ ((↑p.1 ^ ↑2 + ↑p.2 ^ 2) ^ (3 / 2))⁻¹ = 1 / ((↑p.1 ^ ↑2 + ↑p.2 ^ 2) ^ (1 / 2)) ^ 3
```

What went wrong. The rewrite `← Real.rpow_natCast` turns a natural-number power into a real one. It was meant for the outer cube, but nothing in the call says so, and it took `↑p.1 ^ 2` instead: the message shows `↑p.1 ^ ↑2` on both sides, with the cube untouched. The next step, `← Real.rpow_mul h`, needs two nested real powers over the very sum that appears in `h`. The cube is still a natural power and the sum in the goal has changed its form, so no match is found.

The repair first unfolds `term` and discards the `if`, so that the sum m² + n² stands openly on both sides. Then `generalize` replaces it by a single variable `s`, in the goal and in `h` alike. The squares are now out of sight and the cube is the only natural power left, so `← Real.rpow_natCast` must take it. `h` now reads `0 ≤ s`, and `← Real.rpow_mul h` finds its pattern.

After these edits no error is left:

```diff
@@ -25,6 +25,7 @@
     term p = 1 / Real.sqrt ((p.1 : ℝ) ^ 2 + (p.2 : ℝ) ^ 2) ^ 3 := by
   have h := (radius_pos hp).le
-  rw [term, if_neg hp, Real.rpow_neg h, Real.sqrt_eq_rpow, ← Real.rpow_natCast,
-    ← Real.rpow_mul h]
+  rw [term, if_neg hp]
+  generalize (p.1 : ℝ) ^ 2 + (p.2 : ℝ) ^ 2 = s at h ⊢
+  rw [Real.rpow_neg h, Real.sqrt_eq_rpow, ← Real.rpow_natCast, ← Real.rpow_mul h]
   norm_num
 
```
